# A first-order multiplet from n spin-1/2 neighbours has 2ⁿ lines when each coupling outweighs all earlier ones together

A program can draw a first-order multiplet as a stick spectrum by looping over the spin configurations of the neighbours, computing one line position for each, and then merging positions that coincide. If the merging step is left out and every configuration is stored as a separate line of unit intensity, the list shows the true number of lines and the intensity of each only when no two configurations share a position. A simple condition on the couplings guarantees this, and it also gives a safe tolerance for the merging step when that step is kept.

## The gap between two lines

A nucleus at frequency $\nu_0$ is coupled to $n$ spin-1/2 neighbours, labelled $k = 0, \dots, n-1$, with real couplings $J_k$ in the same unit as $\nu_0$. A configuration is the set $s$ of neighbours with spin up. Its line lies at

$$\nu(s) = \nu_0 + \sum_k m_k(s)\, J_k ,$$

where $m_k(s) = 1/2$ if $k \in s$ and $m_k(s) = -1/2$ otherwise. For any two different configurations $s$ and $t$ there is an index $k$ with

$$|\nu(s) - \nu(t)| \ \ge\ |J_k| - \sum_{i<k} |J_i| .$$

If the right-hand side is positive for every $k$, all $2^n$ positions are distinct. Physically, the neighbours before $k$ produce a pattern of total width $\sum_{i<k}|J_i|$, and neighbour $k$ splits it into two copies displaced by $|J_k|$. The condition says that the two copies never overlap.

## Checking the couplings and choosing a tolerance

The condition depends on the labelling, so a code should first sort the couplings by increasing magnitude; if any order satisfies it, this one does. A running sum then tests all the inequalities in one pass.

For $n \ge 1$, let $\delta$ be the smallest of the differences $|J_k| - \sum_{i<k}|J_i|$. If $\delta > 0$, a merging tolerance below $\delta$ leaves every line separate, provided that rounding errors in the positions are small compared with the remaining margin. This applies to simulated NMR multiplets in the weak-coupling limit with spin-1/2 neighbours.

Distinct couplings are not enough. With couplings 1, 2 and 3 the multiplet has seven lines, and a code that assumes eight separate ones misses the doubled line at the centre.

## From subset sums to the line count

**Positions.** Since $m_k(s)$ is $1 - 1/2$ for an up spin and $0 - 1/2$ for a down spin,

$$\nu(s) = \nu_0 - \tfrac12 \sum_k J_k + \sum_{k \in s} J_k .$$

Up to a common shift, the positions are the subset sums of the couplings.

**Separation.** Let $s \ne t$, let $k$ be the last neighbour whose spin differs, and write $d_i = m_i(s) - m_i(t)$. Each $d_i$ is $-1$, $0$ or $1$. Moreover $d_i = 0$ for $i > k$, and $|d_k| = 1$. Hence

$$\nu(s) - \nu(t) = d_k J_k + \sum_{i<k} d_i J_i .$$

The first term has magnitude $|J_k|$ and the sum has magnitude at most $\sum_{i<k} |J_i|$. The reverse triangle inequality gives the bound.

**Count and intensities.** If $|J_k| > \sum_{i<k}|J_i|$ for all $k$, different configurations have different positions. The $2^n$ configurations then give $2^n$ lines, each from exactly one configuration. With all configurations equally populated, each line carries the fraction $2^{-n}$ of the total intensity.

**Without absolute values.** Suppose instead that $J_k > \sum_{i<k} J_i$ for all $k$. For $k = 0$ the sum is empty, so $J_0 > 0$. If all couplings before $k$ are positive, their sum is not negative, so $J_k > 0$ as well. By induction every coupling is positive, and the previous case applies.

**Exact criterion.** There are $2^n$ lines if and only if no two disjoint groups of couplings, other than two empty ones, have equal sums. Suppose first that all positions are distinct and that disjoint sets $s$ and $t$ have equal sums. Then $\nu(s) = \nu(t)$, so $s = t$, and a set disjoint from itself is empty. Conversely, suppose that no such coincidence exists and that $\nu(s) = \nu(t)$. Removing the common members leaves the disjoint sets $s \setminus t$ and $t \setminus s$ with equal sums. Both must be empty, so $s = t$. A zero coupling violates the criterion, since its sum equals that of the empty group, and so do two equal couplings. Multiplets from magnetically equivalent neighbours therefore always have fewer than $2^n$ lines.

**Couplings 1, 2, 3.** The eight subset sums are 0, 1, 2, 3, 3, 4, 5 and 6. The lines run from $\nu_0 - 3$ to $\nu_0 + 3$ in unit steps. The line at $\nu_0$ is doubled because $1 + 2 = 3$.

## The Lean file

```lean
import Mathlib

open Finset

namespace MultipletResolution

noncomputable section

variable {n : ℕ}

/-- The magnetic quantum number of neighbour `k`: `1/2` if it belongs to the set `s` of up spins,
and `-1/2` otherwise. -/
def spinZ (s : Finset (Fin n)) (k : Fin n) : ℝ := if k ∈ s then 1 / 2 else -1 / 2

/-- First-order line position of a nucleus at frequency `ν₀` with couplings `J`, when the
neighbours in `s` are up and the others down. -/
def linePos (ν₀ : ℝ) (J : Fin n → ℝ) (s : Finset (Fin n)) : ℝ :=
  ν₀ + ∑ k, spinZ s k * J k

/-- The multiplet: the set of all distinct line positions. -/
def lines (ν₀ : ℝ) (J : Fin n → ℝ) : Finset ℝ := univ.image (linePos ν₀ J)

/-- The intensity at frequency `x`: the number of neighbour configurations with a line there. -/
def intensity (ν₀ : ℝ) (J : Fin n → ℝ) (x : ℝ) : ℕ :=
  (univ.filter fun s => linePos ν₀ J s = x).card

/-- Line positions are the subset sums of the couplings, shifted by a common offset. -/
theorem linePos_eq (ν₀ : ℝ) (J : Fin n → ℝ) (s : Finset (Fin n)) :
    linePos ν₀ J s = ν₀ - (∑ k, J k) / 2 + ∑ k ∈ s, J k := by
  have h : ∑ k ∈ s, J k = ∑ k, if k ∈ s then J k else 0 := by simp [Finset.sum_ite_mem]
  have h2 : ∑ k, spinZ s k * J k = (∑ k, if k ∈ s then J k else 0) - (∑ k, J k) / 2 := by
    rw [Finset.sum_div, ← Finset.sum_sub_distrib]
    refine Finset.sum_congr rfl fun k _ => ?_
    unfold spinZ
    split_ifs <;> ring
  rw [linePos, h2, h]
  ring

/-- The lines of two different configurations are at least as far apart as the excess of some
coupling, in magnitude, over the sum of the magnitudes of all earlier ones. -/
theorem line_separation (ν₀ : ℝ) (J : Fin n → ℝ) {s t : Finset (Fin n)} (hst : s ≠ t) :
    ∃ k, |J k| - ∑ i ∈ Iio k, |J i| ≤ |linePos ν₀ J s - linePos ν₀ J t| := by
  -- take the last neighbour whose spin differs
  have hD : (univ.filter fun k => ¬(k ∈ s ↔ k ∈ t)).Nonempty := by
    by_contra h
    apply hst
    ext k
    by_contra hk
    exact h ⟨k, mem_filter.2 ⟨mem_univ k, hk⟩⟩
  obtain ⟨k, hkD, hmax⟩ := Finset.exists_max_image _ id hD
  have hk := (mem_filter.1 hkD).2
  refine ⟨k, ?_⟩
  -- later neighbours drop out of the difference
  have hdiff : linePos ν₀ J s - linePos ν₀ J t = (spinZ s k - spinZ t k) * J k
      + ∑ i ∈ Iio k, (spinZ s i - spinZ t i) * J i := by
    have h1 : linePos ν₀ J s - linePos ν₀ J t = ∑ i, (spinZ s i - spinZ t i) * J i := by
      simp only [linePos, sub_mul, Finset.sum_sub_distrib]
      ring
    rw [h1]
    refine Eq.trans ?_ (Finset.sum_insert (f := fun i => (spinZ s i - spinZ t i) * J i)
      (by simp : k ∉ Iio k))
    symm
    refine Finset.sum_subset (subset_univ _) fun i _ hi => ?_
    simp only [mem_insert, mem_Iio, not_or, not_lt] at hi
    have hi' : i ∈ s ↔ i ∈ t := by
      by_contra h
      exact hi.1 (le_antisymm (hmax i (mem_filter.2 ⟨mem_univ i, h⟩)) hi.2)
    simp [spinZ, hi']
  have hlead : |(spinZ s k - spinZ t k) * J k| = |J k| := by
    have h1 : |spinZ s k - spinZ t k| = 1 := by
      unfold spinZ
      by_cases hs : k ∈ s <;> by_cases ht : k ∈ t
      · exact absurd (iff_of_true hs ht) hk
      · rw [if_pos hs, if_neg ht]; norm_num
      · rw [if_neg hs, if_pos ht]; norm_num
      · exact absurd (iff_of_false hs ht) hk
    rw [abs_mul, h1, one_mul]
  -- earlier neighbours can compensate at most the sum of their couplings
  have hrest : |∑ i ∈ Iio k, (spinZ s i - spinZ t i) * J i| ≤ ∑ i ∈ Iio k, |J i| := by
    refine (Finset.abs_sum_le_sum_abs _ _).trans (Finset.sum_le_sum fun i _ => ?_)
    have h1 : |spinZ s i - spinZ t i| ≤ 1 := by
      unfold spinZ
      split_ifs <;> norm_num
    rw [abs_mul]
    exact mul_le_of_le_one_left (abs_nonneg _) h1
  have htri := abs_sub_abs_le_abs_sub ((spinZ s k - spinZ t k) * J k)
    (-∑ i ∈ Iio k, (spinZ s i - spinZ t i) * J i)
  rw [abs_neg, sub_neg_eq_add, ← hdiff, hlead] at htri
  linarith

/-- The multiplet has `2 ^ n` lines exactly when different configurations have different
line positions. -/
theorem card_lines_iff_injective (ν₀ : ℝ) (J : Fin n → ℝ) :
    (lines ν₀ J).card = 2 ^ n ↔ Function.Injective (linePos ν₀ J) := by
  have hc : (univ : Finset (Finset (Fin n))).card = 2 ^ n := by simp
  rw [lines, ← hc, Finset.card_image_iff, Finset.coe_univ, Set.injOn_univ]

/-- If every coupling exceeds in magnitude the sum of the magnitudes of all earlier ones, the
multiplet has `2 ^ n` lines, each of unit intensity. -/
theorem fully_resolved (ν₀ : ℝ) (J : Fin n → ℝ) (hJ : ∀ k, ∑ i ∈ Iio k, |J i| < |J k|) :
    (lines ν₀ J).card = 2 ^ n ∧ ∀ x ∈ lines ν₀ J, intensity ν₀ J x = 1 := by
  have hinj : Function.Injective (linePos ν₀ J) := by
    intro s t h
    by_contra hst
    obtain ⟨k, hk⟩ := line_separation ν₀ J hst
    rw [h, sub_self, abs_zero] at hk
    linarith [hJ k]
  refine ⟨(card_lines_iff_injective ν₀ J).2 hinj, fun x hx => ?_⟩
  obtain ⟨s, _, rfl⟩ := mem_image.1 hx
  refine Finset.card_eq_one.2 ⟨s, ?_⟩
  ext t
  simp only [mem_filter, mem_univ, true_and, mem_singleton, hinj.eq_iff]

/-- If every coupling exceeds the sum of all earlier ones, the first being positive, the multiplet
has `2 ^ n` lines. -/
theorem card_lines_of_superincreasing (ν₀ : ℝ) (J : Fin n → ℝ)
    (hJ : ∀ k, ∑ i ∈ Iio k, J i < J k) : (lines ν₀ J).card = 2 ^ n := by
  -- positivity of all couplings follows by induction
  have hpos : ∀ k, 0 < J k := by
    intro k
    induction k using WellFoundedLT.induction with
    | _ k ih =>
      exact (Finset.sum_nonneg fun i hi => (ih i (mem_Iio.1 hi)).le).trans_lt (hJ k)
  refine (fully_resolved ν₀ J fun k => ?_).1
  simpa only [abs_of_pos (hpos _)] using hJ k

/-- The multiplet has `2 ^ n` lines exactly when no two disjoint groups of couplings, other than
two empty ones, have the same sum. -/
theorem card_lines_iff_no_coincidence (ν₀ : ℝ) (J : Fin n → ℝ) :
    (lines ν₀ J).card = 2 ^ n ↔ ∀ s t : Finset (Fin n), Disjoint s t →
      ∑ k ∈ s, J k = ∑ k ∈ t, J k → s = ∅ ∧ t = ∅ := by
  rw [card_lines_iff_injective]
  constructor
  · intro hinj s t hd h
    have hst : s = t := hinj (by rw [linePos_eq, linePos_eq, h])
    subst hst
    have he : s = ∅ := by simpa using hd
    exact ⟨he, he⟩
  · intro H s t h
    rw [linePos_eq, linePos_eq] at h
    -- remove the up spins common to both configurations
    have h1 := Finset.sum_sdiff (f := J) (inter_subset_left : s ∩ t ⊆ s)
    have h2 := Finset.sum_sdiff (f := J) (inter_subset_right : s ∩ t ⊆ t)
    have hd : Disjoint (s \ (s ∩ t)) (t \ (s ∩ t)) := by
      refine Finset.disjoint_left.2 fun a ha hb => ?_
      simp only [mem_sdiff, mem_inter] at ha hb
      tauto
    obtain ⟨e1, e2⟩ := H _ _ hd (by linarith)
    exact Finset.Subset.antisymm
      ((Finset.sdiff_eq_empty_iff_subset.1 e1).trans inter_subset_right)
      ((Finset.sdiff_eq_empty_iff_subset.1 e2).trans inter_subset_left)

/-- For natural-number couplings the number of lines is the number of distinct subset sums. -/
theorem card_lines_nat (ν₀ : ℝ) (a : Fin n → ℕ) :
    (lines ν₀ fun k => (a k : ℝ)).card = (univ.image fun s => ∑ k ∈ s, a k).card := by
  have h : linePos ν₀ (fun k => (a k : ℝ)) =
      (fun m : ℕ => ν₀ - (∑ k, (a k : ℝ)) / 2 + (m : ℝ)) ∘ fun s => ∑ k ∈ s, a k := by
    funext s
    simp [linePos_eq]
  rw [lines, h, ← Finset.image_image, Finset.card_image_of_injective]
  intro x y hxy
  simpa using hxy

/-- The couplings 1, 2, 3 are distinct, yet they give only seven lines, and the line at the
centre has intensity two. -/
theorem one_two_three (ν₀ : ℝ) : Function.Injective (![1, 2, 3] : Fin 3 → ℝ) ∧
    (lines ν₀ ![1, 2, 3]).card = 7 ∧ intensity ν₀ ![1, 2, 3] ν₀ = 2 := by
  have hJ : (![1, 2, 3] : Fin 3 → ℝ) = fun k => ((![1, 2, 3] : Fin 3 → ℕ) k : ℝ) := by
    ext k
    fin_cases k <;> simp
  refine ⟨?_, ?_, ?_⟩
  · rw [hJ]
    exact Nat.cast_injective.comp (by decide : Function.Injective (![1, 2, 3] : Fin 3 → ℕ))
  · rw [hJ, card_lines_nat]
    decide
  · -- a line is central when its up spins carry half of the total coupling 6
    have key : ∀ s, linePos ν₀ ![1, 2, 3] s = ν₀ ↔
        ∑ k ∈ s, (![1, 2, 3] : Fin 3 → ℕ) k = 3 := by
      intro s
      have htot : ∑ k, (![1, 2, 3] : Fin 3 → ℝ) k = 6 := by
        norm_num [Fin.sum_univ_succ]
      have hsum : ∑ k ∈ s, (![1, 2, 3] : Fin 3 → ℝ) k =
          ((∑ k ∈ s, (![1, 2, 3] : Fin 3 → ℕ) k : ℕ) : ℝ) := by
        rw [hJ, Nat.cast_sum]
      rw [linePos_eq, htot, hsum]
      constructor
      · intro h
        have h3 : ((∑ k ∈ s, (![1, 2, 3] : Fin 3 → ℕ) k : ℕ) : ℝ) = 3 := by linarith
        exact_mod_cast h3
      · intro h
        rw [h]
        norm_num
    rw [intensity, Finset.filter_congr fun s _ => key s]
    decide

end

end MultipletResolution
```

```lean
#print axioms MultipletResolution.card_lines_of_superincreasing
-- 'MultipletResolution.card_lines_of_superincreasing' depends on axioms: [propext, Classical.choice, Quot.sound]
#print axioms MultipletResolution.card_lines_iff_no_coincidence
-- 'MultipletResolution.card_lines_iff_no_coincidence' depends on axioms: [propext, Classical.choice, Quot.sound]
#print axioms MultipletResolution.one_two_three
-- 'MultipletResolution.one_two_three' depends on axioms: [propext, Classical.choice, Quot.sound]
```

## Reading the theorems and their proofs

The neighbours are the elements of `Fin n`, and a configuration is a `Finset (Fin n)` holding the up spins. `spinZ s k` is $m_k(s)$ and `linePos ν₀ J s` is $\nu(s)$. `lines ν₀ J` is a finite set of real numbers, so coincident positions count once. `intensity ν₀ J x` counts the configurations whose line lies at `x`. The index set `Iio k` contains the neighbours before `k`.

`linePos_eq` is the subset-sum formula. `line_separation` is the gap bound and needs no assumption on the couplings. Its proof picks the last differing neighbour with `Finset.exists_max_image`. The step `hdiff` removes the later neighbours from the difference, `hlead` evaluates the leading term, and `hrest` bounds the earlier ones. The reverse triangle inequality enters as `abs_sub_abs_le_abs_sub`.

`card_lines_iff_injective` turns the line count into a statement about the position map: an image has as many elements as its finite domain exactly when the map is injective on it. `fully_resolved` assumes the condition on magnitudes, so couplings of either sign are allowed, and it yields both the count and the unit intensities. Its proof supposes that two configurations share a position, which makes the gap zero and contradicts the separation bound. `card_lines_of_superincreasing` is the version without absolute values. It states the count alone, and its induction is the positivity argument above.

`card_lines_iff_no_coincidence` is the exact criterion. Its proof removes `s ∩ t` from both configurations and compares the remaining sums.

For natural-number couplings, `card_lines_nat` replaces the count of real positions by a count of natural-number subset sums, which `decide` can evaluate. `one_two_three` uses this to obtain seven lines. For the central intensity it first shows that a line lies at $\nu_0$ exactly when its up spins carry a sum of 3, half of the total 6, and then counts those configurations.

## Where the guarantee ends

The first-order position formula is the definition of the model and is not derived from a spin Hamiltonian. Strong coupling, which shifts lines and changes their intensities, is absent, and so are neighbours with spin above 1/2. Lines have no width: two positions count as separate however close they are, so whether a measured spectrum shows them apart depends also on how their separation compares with the linewidth.

The theorems concern real numbers, so a floating-point code must still control its own rounding. The condition on the couplings is an assumption about the molecule, to be tested on the actual values.

A failed test does not prove that lines coincide. Couplings 2, 3 and 4 violate the condition because $4 < 2 + 3$, yet their subset sums 0, 2, 3, 4, 5, 6, 7 and 9 are all different; this example is a direct enumeration and does not appear in the file. When the test fails, a code should keep the merging step or apply the exact criterion.
